# The Debye heat capacity falls short of the Dulong–Petit value by a fraction of at most (θ/T)²/20

I model the vibrations of a solid by a quadratic density of modes with a single cutoff, set by the Debye temperature $\theta$. With $x=\theta/T$ at temperature $T$, the heat capacity in units of the Dulong–Petit value is

$$D(x)=\frac{3}{x^3}\int_0^x \frac{t^4e^t}{(e^t-1)^2}\,dt .$$

The high-temperature expansion starts $1-x^2/20$. Is this a true lower bound for every $x>0$, with $D(x)<1$ throughout? I would like a rigorous argument, checked by machine.

## From one mode to the whole spectrum

Yes. Here $t$ is the energy quantum of a mode divided by the thermal energy (the Boltzmann constant times the temperature). Since $(e^t-1)^2=2e^t(\cosh t-1)$, the integrand is

$$f(t)=\frac{t^4}{2(\cosh t-1)},$$

so bounds on $\cosh t$ suffice.

**Upper bound on $f$.** Integrating $\sinh t\ge t$ from 0 three times gives, in turn, $\cosh t\ge 1+t^2/2$, $\sinh t\ge t+t^3/6$ and $\cosh t\ge 1+t^2/2+t^4/24$. Hence $2(\cosh t-1)\ge t^2(12+t^2)/12$, and

$$f(t)\le\frac{12t^2}{12+t^2}=t^2-\frac{t^4}{12+t^2}.$$

**Lower bound on $f$.** Let $g(t)=6t^2-(\cosh t-1)(12-t^2)$. Then $g$, $g'$ and $g''$ vanish at 0, and

$$g'''(t)=6(t\cosh t-\sinh t)+t^2\sinh t .$$

The bracket vanishes at 0 and has derivative $t\sinh t\ge0$, so $g'''\ge0$ for $t\ge0$, and therefore $g\ge0$. Multiplying by $t^2$ and dividing by $12(\cosh t-1)$ gives $f(t)\ge t^2-t^4/12$.

**Integration.** For any constant $a$,

$$\frac{3}{x^3}\int_0^x(t^2-at^4)\,dt=1-\frac{3a x^2}{5}.$$

The lower bound uses $a=1/12$. For the upper bound, $t\le x$ allows $a=1/(12+x^2)$. Thus

$$1-\frac{x^2}{20}\le D(x)\le 1-\frac35\,\frac{x^2}{12+x^2}<1 .$$

Rearranging places $(1-D(x))/x^2$ between $\frac{3/5}{12+x^2}$ and $\frac1{20}$, so it tends to $1/20$ as $x\to0^+$.

## What the theorems say about the solid

`debyeIntegrand` is $f$ and `debyeD` is $D$. `debyeD_bounds` answers the question for every real $x>0$, `debyeD_two_sided` gives the sharper upper bound, and `debyeD_deficit_limit` gives the limit, with `𝓝[>] 0` meaning that $x$ approaches 0 from above.

`debyeCv` is the dimensional heat capacity $9Nk(T/\theta)^3\int_0^{\theta/T}f(t)\,dt$, for $N$ atoms and Boltzmann constant $k$. `debyeCv_bounds` places it below $3Nk$ and at or above $3Nk(1-(\theta/T)^2/20)$. All four parameters are positive reals; $N$ need not be an integer.

The Debye formula is a definition here, not derived from a lattice Hamiltonian. It describes harmonic vibrations with a fixed $\theta$, without anharmonic or electronic contributions. For $x^2\ge20$ the lower bound is no longer positive and says little.

In Lean 4 with Mathlib:

```lean
import Mathlib

open MeasureTheory Filter Topology

namespace DebyeHeatCapacity

noncomputable section

/-- The Debye integrand for `t > 0`: the quadratic density of modes times the heat capacity of one
mode in units of the Boltzmann constant, where `t` is the energy quantum of the mode divided by the
thermal energy. -/
def debyeIntegrand (t : ℝ) : ℝ := t ^ 4 * Real.exp t / (Real.exp t - 1) ^ 2

/-- The Debye heat capacity in units of the Dulong-Petit value, for `x > 0`, where `x` is the
Debye temperature divided by the temperature. -/
def debyeD (x : ℝ) : ℝ := 3 / x ^ 3 * ∫ t in (0 : ℝ)..x, debyeIntegrand t

/-- The heat capacity of a Debye solid of `N` atoms with Boltzmann constant `k`, Debye
temperature `θ > 0` and temperature `T > 0`. -/
def debyeCv (N k θ T : ℝ) : ℝ :=
  9 * N * k * (T / θ) ^ 3 * ∫ t in (0 : ℝ)..(θ / T), debyeIntegrand t

/-- A function that is differentiable on the whole real line, vanishes at zero and has a nonnegative
derivative on the half line `t ≥ 0` is nonnegative there. -/
theorem nonneg_of_deriv {f f' : ℝ → ℝ} (h0 : f 0 = 0)
    (hd : ∀ t, HasDerivAt f (f' t) t) (hp : ∀ t, 0 ≤ t → 0 ≤ f' t)
    (t : ℝ) (ht : 0 ≤ t) : 0 ≤ f t := by
  have hm : MonotoneOn f (Set.Ici 0) := by
    apply monotoneOn_of_deriv_nonneg (convex_Ici 0)
    · exact fun s _ => (hd s).continuousAt.continuousWithinAt
    · exact fun s _ => (hd s).differentiableAt.differentiableWithinAt
    · intro s hs
      rw [(hd s).deriv]
      exact hp s (interior_subset hs)
  have h := hm (Set.mem_Ici.2 le_rfl) (Set.mem_Ici.2 ht) ht
  rwa [h0] at h

/-- For `t ≥ 0`, the hyperbolic cosine is at least its fourth-order Taylor polynomial at zero. -/
theorem cosh_lower (t : ℝ) (ht : 0 ≤ t) : 1 + t ^ 2 / 2 + t ^ 4 / 24 ≤ Real.cosh t := by
  have p2 (s : ℝ) : HasDerivAt (fun s : ℝ => s ^ 2) (2 * s) s := by
    simpa using hasDerivAt_pow 2 s
  have p3 (s : ℝ) : HasDerivAt (fun s : ℝ => s ^ 3) (3 * s ^ 2) s := by
    simpa using hasDerivAt_pow 3 s
  have p4 (s : ℝ) : HasDerivAt (fun s : ℝ => s ^ 4) (4 * s ^ 3) s := by
    simpa using hasDerivAt_pow 4 s
  -- integrate the inequality `s ≤ sinh s` three times
  have h1 : ∀ s : ℝ, 0 ≤ s → 0 ≤ Real.sinh s - s := fun s hs =>
    sub_nonneg.2 (Real.self_le_sinh_iff.2 hs)
  have h2 := nonneg_of_deriv (f := fun s => Real.cosh s - s ^ 2 / 2 - 1) (by simp)
    (fun s => (((Real.hasDerivAt_cosh s).fun_sub ((p2 s).div_const 2)).sub_const 1).congr_deriv
      (by ring)) h1
  have h3 := nonneg_of_deriv (f := fun s => Real.sinh s - s ^ 3 / 6 - s) (by simp)
    (fun s => (((Real.hasDerivAt_sinh s).fun_sub ((p3 s).div_const 6)).fun_sub
      (hasDerivAt_id' s)).congr_deriv (by ring)) h2
  have h4 := nonneg_of_deriv (f := fun s => Real.cosh s - s ^ 2 / 2 - s ^ 4 / 24 - 1) (by simp)
    (fun s => ((((Real.hasDerivAt_cosh s).fun_sub ((p2 s).div_const 2)).fun_sub
      ((p4 s).div_const 24)).sub_const 1).congr_deriv (by ring)) h3 t ht
  linarith

/-- An inequality for `t ≥ 0`, free of denominators, that bounds the hyperbolic cosine from above
when `t ^ 2 < 12`. -/
theorem cosh_upper (t : ℝ) (ht : 0 ≤ t) :
    (Real.cosh t - 1) * (12 - t ^ 2) ≤ 6 * t ^ 2 := by
  have p2 (s : ℝ) : HasDerivAt (fun s : ℝ => s ^ 2) (2 * s) s := by
    simpa using hasDerivAt_pow 2 s
  have dc := Real.hasDerivAt_cosh
  have ds := Real.hasDerivAt_sinh
  have di (s : ℝ) := hasDerivAt_id' s
  have hs0 : ∀ s : ℝ, 0 ≤ s → 0 ≤ Real.sinh s := fun s hs => Real.sinh_nonneg_iff.2 hs
  have k0 := nonneg_of_deriv (f := fun s => s * Real.cosh s - Real.sinh s)
    (f' := fun s => s * Real.sinh s) (by simp)
    (fun s => (((di s).fun_mul (dc s)).fun_sub (ds s)).congr_deriv (by ring))
    (fun s hs => mul_nonneg hs (hs0 s hs))
  -- the third derivative of the difference is nonnegative; integrate it three times
  have g3 : ∀ s : ℝ, 0 ≤ s →
      0 ≤ 6 * (s * Real.cosh s - Real.sinh s) + s ^ 2 * Real.sinh s := fun s hs =>
    add_nonneg (mul_nonneg (by norm_num) (k0 s hs)) (mul_nonneg (sq_nonneg s) (hs0 s hs))
  have g2 := nonneg_of_deriv
    (f := fun s => s ^ 2 * Real.cosh s + 4 * (s * Real.sinh s) - 10 * Real.cosh s + 10) (by simp)
    (fun s => ((((p2 s).fun_mul (dc s)).fun_add (((di s).fun_mul (ds s)).const_mul 4)).fun_sub
      ((dc s).const_mul 10) |>.add_const 10).congr_deriv (by ring)) g3
  have g1 := nonneg_of_deriv
    (f := fun s => s ^ 2 * Real.sinh s + 2 * (s * Real.cosh s) - 12 * Real.sinh s + 10 * s)
    (by simp)
    (fun s => ((((p2 s).fun_mul (ds s)).fun_add (((di s).fun_mul (dc s)).const_mul 2)).fun_sub
      ((ds s).const_mul 12) |>.fun_add ((di s).const_mul 10)).congr_deriv (by ring)) g2
  have g0 := nonneg_of_deriv
    (f := fun s => s ^ 2 * Real.cosh s + 5 * s ^ 2 - 12 * Real.cosh s + 12) (by simp)
    (fun s => ((((p2 s).fun_mul (dc s)).fun_add ((p2 s).const_mul 5)).fun_sub
      ((dc s).const_mul 12) |>.add_const 12).congr_deriv (by ring)) g1 t ht
  linarith

/-- The Debye integrand lies below the classical value `t ^ 2` by at least
`t ^ 4 / (12 + t ^ 2)` and at most `t ^ 4 / 12`. -/
theorem debyeIntegrand_bounds {t : ℝ} (ht : 0 < t) :
    t ^ 2 - t ^ 4 / 12 ≤ debyeIntegrand t ∧
      debyeIntegrand t ≤ t ^ 2 - t ^ 4 / (12 + t ^ 2) := by
  have hL := cosh_lower t ht.le
  have hU := cosh_upper t ht.le
  have hc : 0 < 2 * (Real.cosh t - 1) := by
    have : 0 < t ^ 2 / 2 + t ^ 4 / 24 := by positivity
    linarith
  -- rewrite the thermal factor with the hyperbolic cosine
  have hk : (Real.exp t - 1) ^ 2 = Real.exp t * (2 * (Real.cosh t - 1)) := by
    have h : Real.exp t * Real.exp (-t) = 1 := by rw [← Real.exp_add]; simp
    rw [Real.cosh_eq]
    linear_combination (-1) * h
  have he : debyeIntegrand t = t ^ 4 / (2 * (Real.cosh t - 1)) := by
    unfold debyeIntegrand
    rw [hk, mul_comm (t ^ 4), mul_div_mul_left _ _ (Real.exp_ne_zero t)]
  have hp : 0 < 12 + t ^ 2 := by positivity
  rw [he]
  constructor
  · rw [le_div_iff₀ hc]
    nlinarith [mul_le_mul_of_nonneg_left hU (sq_nonneg t)]
  · have e : t ^ 2 - t ^ 4 / (12 + t ^ 2) = 12 * t ^ 2 / (12 + t ^ 2) := by
      rw [eq_div_iff hp.ne', sub_mul, div_mul_cancel₀ _ hp.ne']
      ring
    rw [e, div_le_div_iff₀ hc hp]
    nlinarith [mul_le_mul_of_nonneg_left hL (sq_nonneg t)]

/-- The Debye integrand is integrable from zero to any positive cutoff. -/
theorem debyeIntegrand_integrable {x : ℝ} (hx : 0 < x) :
    IntervalIntegrable debyeIntegrand volume 0 x := by
  have hg : IntervalIntegrable (fun t : ℝ => t ^ 2) volume 0 x :=
    (continuous_pow 2).intervalIntegrable 0 x
  have hm : Measurable debyeIntegrand := by
    show Measurable (fun t : ℝ => t ^ 4 * Real.exp t / (Real.exp t - 1) ^ 2)
    fun_prop
  refine hg.mono_fun' hm.aestronglyMeasurable ?_
  filter_upwards [ae_restrict_mem measurableSet_uIoc] with t ht
  rw [Set.uIoc_of_le hx.le] at ht
  have h := (debyeIntegrand_bounds ht.1).2
  have h0 : 0 ≤ debyeIntegrand t := by unfold debyeIntegrand; positivity
  have h1 : 0 ≤ t ^ 4 / (12 + t ^ 2) := by positivity
  rw [Real.norm_of_nonneg h0]
  linarith

/-- Explicit lower and upper bounds on the Debye heat capacity at every temperature. -/
theorem debyeD_two_sided {x : ℝ} (hx : 0 < x) :
    1 - x ^ 2 / 20 ≤ debyeD x ∧ debyeD x ≤ 1 - 3 / 5 * (x ^ 2 / (12 + x ^ 2)) := by
  have hI (a : ℝ) : IntervalIntegrable (fun t : ℝ => t ^ 2 - a * t ^ 4) volume 0 x :=
    Continuous.intervalIntegrable (by fun_prop) 0 x
  have hpoly (a : ℝ) : ∫ t in (0 : ℝ)..x, (t ^ 2 - a * t ^ 4) = x ^ 3 / 3 - a * x ^ 5 / 5 := by
    have hd (t : ℝ) : HasDerivAt (fun t : ℝ => t ^ 3 / 3 - a * (t ^ 5 / 5))
        (t ^ 2 - a * t ^ 4) t := by
      have p3 : HasDerivAt (fun t : ℝ => t ^ 3) (3 * t ^ 2) t := by
        simpa using hasDerivAt_pow 3 t
      have p5 : HasDerivAt (fun t : ℝ => t ^ 5) (5 * t ^ 4) t := by
        simpa using hasDerivAt_pow 5 t
      exact ((p3.div_const 3).fun_sub ((p5.div_const 5).const_mul a)).congr_deriv (by ring)
    rw [intervalIntegral.integral_eq_sub_of_hasDerivAt (fun t _ => hd t) (hI a)]
    ring
  have key (a : ℝ) : 3 / x ^ 3 * (x ^ 3 / 3 - a * x ^ 5 / 5) = 1 - 3 * a * x ^ 2 / 5 := by
    have hi : x ^ 3 * (x ^ 3)⁻¹ = 1 := mul_inv_cancel₀ (by positivity)
    linear_combination (1 - 3 * a * x ^ 2 / 5) * hi
  have hpre : 0 ≤ 3 / x ^ 3 := by positivity
  constructor
  · have h := intervalIntegral.integral_mono_on_of_le_Ioo hx.le (hI (1 / 12))
      (debyeIntegrand_integrable hx)
      (fun t ht => by linarith [(debyeIntegrand_bounds ht.1).1])
    rw [hpoly] at h
    have h' := mul_le_mul_of_nonneg_left h hpre
    rw [key] at h'
    unfold debyeD
    linarith
  · -- below the cutoff the quantum deficit is at least `t ^ 4 / (12 + x ^ 2)`
    have h := intervalIntegral.integral_mono_on_of_le_Ioo hx.le
      (debyeIntegrand_integrable hx) (hI (1 / (12 + x ^ 2))) (fun t ht => by
        have h0 : 0 < t := ht.1
        have h1 : t ≤ x := ht.2.le
        have h2 : t ^ 4 / (12 + x ^ 2) ≤ t ^ 4 / (12 + t ^ 2) := by gcongr
        have h3 : 1 / (12 + x ^ 2) * t ^ 4 = t ^ 4 / (12 + x ^ 2) := by ring
        linarith [(debyeIntegrand_bounds h0).2])
    rw [hpoly] at h
    have h' := mul_le_mul_of_nonneg_left h hpre
    rw [key] at h'
    have e : 3 * (1 / (12 + x ^ 2)) * x ^ 2 / 5 = 3 / 5 * (x ^ 2 / (12 + x ^ 2)) := by ring
    rw [e] at h'
    exact h'

/-- The Debye heat capacity is strictly below the Dulong-Petit value, by a relative amount of
at most `x ^ 2 / 20`. -/
theorem debyeD_bounds {x : ℝ} (hx : 0 < x) : 1 - x ^ 2 / 20 ≤ debyeD x ∧ debyeD x < 1 := by
  obtain ⟨hl, hu⟩ := debyeD_two_sided hx
  have : 0 < x ^ 2 / (12 + x ^ 2) := by positivity
  exact ⟨hl, by linarith⟩

/-- The relative deficit from the Dulong-Petit value, divided by `x ^ 2`, tends to `1 / 20`
in the high-temperature limit. -/
theorem debyeD_deficit_limit :
    Tendsto (fun x : ℝ => (1 - debyeD x) / x ^ 2) (𝓝[>] 0) (𝓝 (1 / 20)) := by
  have hg : Tendsto (fun x : ℝ => (3 / 5 : ℝ) / (12 + x ^ 2)) (𝓝[>] 0) (𝓝 (1 / 20)) := by
    have hc : ContinuousAt (fun x : ℝ => (3 / 5 : ℝ) / (12 + x ^ 2)) 0 :=
      ContinuousAt.div (by fun_prop) (by fun_prop) (by norm_num)
    have e : (3 / 5 : ℝ) / (12 + 0 ^ 2) = 1 / 20 := by norm_num
    rw [← e]
    exact hc.tendsto.mono_left nhdsWithin_le_nhds
  refine tendsto_of_tendsto_of_tendsto_of_le_of_le' hg tendsto_const_nhds ?_ ?_
  · filter_upwards [self_mem_nhdsWithin] with x hx
    have hx0 : 0 < x := hx
    have e : 3 / 5 / (12 + x ^ 2) * x ^ 2 = 3 / 5 * (x ^ 2 / (12 + x ^ 2)) := by ring
    rw [le_div_iff₀ (by positivity), e]
    linarith [(debyeD_two_sided hx0).2]
  · filter_upwards [self_mem_nhdsWithin] with x hx
    have hx0 : 0 < x := hx
    rw [div_le_iff₀ (by positivity)]
    linarith [(debyeD_two_sided hx0).1]

/-- The heat capacity of a Debye solid lies below `3 N k` and at or above
`3 N k (1 - (θ / T) ^ 2 / 20)`. -/
theorem debyeCv_bounds {N k θ T : ℝ} (hN : 0 < N) (hk : 0 < k) (hθ : 0 < θ) (hT : 0 < T) :
    3 * N * k * (1 - (θ / T) ^ 2 / 20) ≤ debyeCv N k θ T ∧ debyeCv N k θ T < 3 * N * k := by
  have e : debyeCv N k θ T = 3 * N * k * debyeD (θ / T) := by
    have h : (T / θ) ^ 3 = 1 / (θ / T) ^ 3 := by rw [one_div, ← inv_pow, inv_div]
    unfold debyeCv debyeD
    rw [h]
    ring
  obtain ⟨hl, hu⟩ := debyeD_bounds (div_pos hθ hT)
  have hp : 0 < 3 * N * k := by positivity
  rw [e]
  exact ⟨mul_le_mul_of_nonneg_left hl hp.le, mul_lt_of_lt_one_right hp hu⟩

end

end DebyeHeatCapacity
```

```lean
#print axioms DebyeHeatCapacity.debyeD_bounds
-- 'DebyeHeatCapacity.debyeD_bounds' depends on axioms: [propext, Classical.choice, Quot.sound]
#print axioms DebyeHeatCapacity.debyeD_deficit_limit
-- 'DebyeHeatCapacity.debyeD_deficit_limit' depends on axioms: [propext, Classical.choice, Quot.sound]
#print axioms DebyeHeatCapacity.debyeCv_bounds
-- 'DebyeHeatCapacity.debyeCv_bounds' depends on axioms: [propext, Classical.choice, Quot.sound]
```

## Integrating inequalities through monotonicity

The proof turns on `nonneg_of_deriv`: a function that is differentiable on the whole real line, vanishes at 0 and has a nonnegative derivative on the half line $t\ge0$ is nonnegative there. It rests on Mathlib's `monotoneOn_of_deriv_nonneg`, so no integral is computed at this stage. In `cosh_lower` and `cosh_upper`, each inequality becomes the derivative hypothesis `hp` of the next call, while `ring` confirms that the derivative matches.

`debyeIntegrand_bounds` turns these results into the bounds on $f$. `debyeIntegrand_integrable` obtains integrability from measurability and domination by $t^2$. In `debyeD_two_sided`, `integral_mono_on_of_le_Ioo` compares the integrals using inequalities on the open interval only, so the endpoint $t=0$, where the formula reads $0/0$, plays no role. `hpoly` evaluates the polynomial integral and `key` applies the prefactor. The limit follows by squeezing, and `debyeCv_bounds` by substituting $x=\theta/T$.

## Checking a Debye routine

In a thermodynamic calculation with a single Debye temperature, the bounds show when the classical value is adequate: the relative shortfall is at most 5% for $T\ge\theta$, and at most 1% for $T\ge\sqrt5\,\theta$. They also test a quadrature routine: at $x=1$ it should return a value between $0.95$ and $1-3/65\approx0.954$, up to numerical error. Near $t=0$, computing `exp(t) - 1` directly loses digits to cancellation; an `expm1` function avoids this.
